# Averaged over all choices of grounded and insulating coordinate walls, the potential of a point charge is its free-space potential

A unit charge sits at `a` in a space of finitely many dimensions, with one wall on each coordinate hyperplane through the origin, either grounded or insulating. The potential at `x` is defined as a sum over the charge and all its mirror images, where each reflection in a grounded wall reverses the sign and each reflection in an insulating wall keeps it; the kernel `g` may be any real function of distance. The theorem `average_eq_free_space` says that the mean of this potential over all combinations of wall types is `g (sep x a)`, the potential of the charge with no walls. The attempt takes the earlier result `isolate_image`, which picks out the potential of any one image, applies it to the image with no reflections, and leaves the rest to `simpa`.

An attempt in Lean 4 with a fault in it:

```lean
import Mathlib

open Finset

namespace AverageEqFreeSpace

noncomputable section

variable {ι : Type*} [Fintype ι] [DecidableEq ι]

/-- The sign contributed by one axis: `-1` if the wall is grounded (first argument true)
and the charge is reflected in it (second argument true), and `1` otherwise. -/
def factor (grounded reflected : Bool) : ℝ := if grounded && reflected then -1 else 1

/-- The charge of the image with reflections `r` for the walls `w`: the product of the
signs of all axes. -/
def weight (w r : ι → Bool) : ℝ := ∏ i, factor (w i) (r i)

/-- The position of the image of `a` reflected along the axes where `r` is true. -/
def image (a : ι → ℝ) (r : ι → Bool) : ι → ℝ := fun i => if r i then -a i else a i

/-- The Euclidean distance between two points. -/
def sep (x y : ι → ℝ) : ℝ := √(∑ i, (x i - y i) ^ 2)

/-- The potential at `x` of a unit charge at `a` and all its images, for the radial kernel
`g` and walls that are grounded where `w` is true and insulating where it is false. -/
def wallPotential (g : ℝ → ℝ) (a : ι → ℝ) (w : ι → Bool) (x : ι → ℝ) : ℝ :=
  ∑ r : ι → Bool, weight w r * g (sep x (image a r))

/-- Summed over all wall configurations, the charges of two different images are
orthogonal. -/
theorem weight_orthogonal (r r' : ι → Bool) :
    ∑ w : ι → Bool, weight w r * weight w r' =
      if r = r' then (2 : ℝ) ^ Fintype.card ι else 0 := by
  have h : ∀ w : ι → Bool, weight w r * weight w r' =
      ∏ i, factor (w i) (r i) * factor (w i) (r' i) :=
    fun w => Finset.prod_mul_distrib.symm
  -- the sum over configurations factorises over the axes
  have h2 : ∑ w : ι → Bool, ∏ i, factor (w i) (r i) * factor (w i) (r' i) =
      ∏ i, ∑ b : Bool, factor b (r i) * factor b (r' i) := by
    rw [Finset.prod_univ_sum, Fintype.piFinset_univ]
  have h3 : ∀ b c : Bool, ∑ s : Bool, factor s b * factor s c =
      if b = c then (2 : ℝ) else 0 := by
    intro b c
    cases b <;> cases c <;> norm_num [factor]
  simp_rw [h]
  rw [h2]
  simp_rw [h3]
  by_cases hr : r = r'
  · simp [hr]
  · obtain ⟨i, hi⟩ := Function.ne_iff.1 hr
    rw [if_neg hr]
    exact Finset.prod_eq_zero (Finset.mem_univ i) (if_neg hi)

/-- Averaging over all wall configurations, each weighted by the charge it gives to one
chosen image, leaves the potential of that image alone, with unit charge. -/
theorem isolate_image (g : ℝ → ℝ) (a x : ι → ℝ) (r : ι → Bool) :
    (∑ w : ι → Bool, weight w r * wallPotential g a w x) / 2 ^ Fintype.card ι =
      g (sep x (image a r)) := by
  have h : ∑ w : ι → Bool, weight w r * wallPotential g a w x =
      ∑ r' : ι → Bool, (∑ w : ι → Bool, weight w r * weight w r') *
        g (sep x (image a r')) := by
    simp_rw [wallPotential, Finset.mul_sum, Finset.sum_mul]
    rw [Finset.sum_comm]
    simp_rw [mul_assoc]
  rw [h, div_eq_iff (by positivity)]
  simp_rw [weight_orthogonal]
  simp [mul_comm]

/-- The average of the potentials over all combinations of grounded and insulating walls is
exactly the free-space potential of the charge. -/
theorem average_eq_free_space (g : ℝ → ℝ) (a x : ι → ℝ) :
    (∑ w : ι → Bool, wallPotential g a w x) / 2 ^ Fintype.card ι = g (sep x a) := by
  have h := isolate_image g a x (fun _ => false)
  simpa [weight, factor, image] using h

end

end AverageEqFreeSpace
```

The compiler's answer:

```
Main.lean:75:2: error: Type mismatch: After simplification, term
  h
 has type
  @Eq ℝ ((∑ x_1, wallPotential g a x_1 x) / 2 ^ Fintype.card ι) (g (sep x (image a fun x => false)))
but is expected to have type
  @Eq ℝ ((∑ w, wallPotential g a w x) / 2 ^ Fintype.card ι) (g (sep x a))
```

The error is a type mismatch between the simplified `h` and the goal. The left sides agree, so the weights have already been reduced to 1. On the right, `h` still has `image a fun x => false` where the goal has `a`.

These are the same point, but `simp` did not unfold `image` here, although it was given the name. The body of `image` is a function of the coordinate `i`, and the equation `simp` uses for it rewrites `image a r i`, with the coordinate supplied. In `h` the image is passed to `sep` as a whole function, without a coordinate, so the equation finds nothing to match.

The repair proves the missing equality separately, as `h0`. There `funext i` reduces the equality of functions to one at each coordinate, and `simp [image]` can then unfold the definition and evaluate the `if`. `rw [h0] at h` puts `a` in place of the image, and the final `simpa` has only the weights to simplify. Dropping `image` from its list is mere tidying.

After these edits no error is left:

```diff
@@ -73,5 +73,9 @@
     (∑ w : ι → Bool, wallPotential g a w x) / 2 ^ Fintype.card ι = g (sep x a) := by
   have h := isolate_image g a x (fun _ => false)
-  simpa [weight, factor, image] using h
+  have h0 : image a (fun _ => false) = a := by
+    funext i
+    simp [image]
+  rw [h0] at h
+  simpa [weight, factor] using h
 
 end
```
